# Closed multiple-scattering paths from each of N atoms number ((N−1)ⁿ + (N−1)(−1)ⁿ)/N for n steps

In a cluster of \(N\) atoms, the number of \(n\)-step paths that start and end at a fixed atom, with consecutive atoms always different, is

\[
\frac{(N-1)^n+(N-1)(-1)^n}{N}.
\]

This holds for every \(n\ge 0\) and \(N\ge 1\), with \(0^0=1\). For \(N\ge 3\) the count grows exponentially with \(n\), with base \(N-1\). In a finite-cluster model of X-ray absorption with one scattering channel per atom, it is the number of terms in the explicit path sum for the order-\(n\) return amplitude. Order here counts steps between atoms, so single scattering from a neighbour has \(n=2\).

## A photoelectron among scatterers

A photoelectron leaves the absorbing atom, scatters from atoms of the cluster and returns. Let \(t_a\) be the scattering strength of atom \(a\), and let \(g_{ab}\) be the free propagator between atoms \(a\) and \(b\). With \(G_{ab}=g_{ab}t_b\), the multiple-scattering series has the form

\[
\tau_{ab}=t_a\sum_{n\ge 0}(G^n)_{ab}.
\]

The diagonal elements \(G_{aa}\) are zero. Physically, \(t_a\) already contains all repeated scattering within atom \(a\), so a further step from \(a\) to itself would count the same events twice.

An \(n\)-step path from \(a\) to \(b\) is a sequence \(p_0,\dots,p_n\) of atoms with \(p_0=a\), \(p_n=b\) and \(p_i\ne p_{i+1}\) for \(0\le i<n\). Atoms may be revisited later. Write \(P_n(a,b)\) for the set of these paths and \(c_n(a,b)\) for their number.

## Splitting off the first step

A path with \(n+1\) steps from \(a\) consists of a step to some atom \(c\ne a\), followed by an \(n\)-step path \(q\) from \(c\) to \(b\). For any quantity \(f\) that depends on the path, this gives

\[
\sum_{p\in P_{n+1}(a,b)}f(p)=\sum_{c\ne a}\ \sum_{q\in P_n(c,b)}f(a,q_0,\dots,q_n).
\]

The first use of this recursion is the path expansion

\[
(G^n)_{ab}=\sum_{p\in P_n(a,b)}\ \prod_{i=0}^{n-1}G_{p_ip_{i+1}}.
\]

For \(n=0\), both sides are \(\delta_{ab}\), since the only path without steps stays at its atom and has an empty product. If the identity holds at order \(n\), then

\[
(G^{n+1})_{ab}=\sum_{c}G_{ac}(G^n)_{cb}=\sum_{c\ne a}G_{ac}\sum_{q\in P_n(c,b)}\ \prod_{i=0}^{n-1}G_{q_iq_{i+1}},
\]

because \(G_{aa}=0\). By the recursion, the right-hand side is the sum over \(P_{n+1}(a,b)\).

## Counting with arbitrary endpoints

Setting \(f=1\) gives \(c_{n+1}(a,b)=\sum_{c\ne a}c_n(c,b)\). This recursion expresses the closed count at one order through open counts at the previous order, so both are treated together:

\[
N\,c_n(a,b)=(N-1)^n-(-1)^n+N\delta_{ab}(-1)^n .
\]

At \(n=0\) both sides are \(N\delta_{ab}\). Suppose the formula holds at order \(n\) for all starting atoms. Summing over all of them gives

\[
\sum_c N\,c_n(c,b)=N\left[(N-1)^n-(-1)^n\right]+N(-1)^n=N(N-1)^n .
\]

Subtracting the term \(c=a\) gives

\[
\begin{aligned}
N\,c_{n+1}(a,b)&=N(N-1)^n-\left[(N-1)^n-(-1)^n+N\delta_{ab}(-1)^n\right]\\
&=(N-1)^{n+1}-(-1)^{n+1}+N\delta_{ab}(-1)^{n+1},
\end{aligned}
\]

which is the formula at order \(n+1\). Dividing by \(N\) gives the closed count for \(a=b\), and for \(a\ne b\)

\[
c_n(a,b)=\frac{(N-1)^n-(-1)^n}{N}.
\]

## Growth for three or more atoms

For \(N\ge 3\), division of the closed count by \((N-1)^n\) gives

\[
\frac{c_n(a,a)}{(N-1)^n}=\frac1N+\frac{N-1}{N}\left(\frac{-1}{N-1}\right)^n\longrightarrow\frac1N ,
\]

since \(1/(N-1)\le 1/2\). For \(N=2\) the electron can only go back and forth. The closed count is then \((1+(-1)^n)/2\), which is 1 for even \(n\) and 0 for odd \(n\), and the ratio has no limit.

## An absorber with twelve neighbours

Take an absorbing atom with a shell of twelve neighbours, so \(N=13\). There is no closed path with one step.

| Steps \(n\) | Closed paths at the absorber |
|---|---|
| 2 | 12 |
| 3 | 132 |
| 4 | 1596 |
| 5 | 19140 |
| 6 | 229692 |

The two-step paths are the single backscattering events, and the three-step paths visit two different neighbours before the return. A brute-force enumeration extends each partial list by every atom other than its last one, keeps the lists that end at the absorber, and evaluates one product of elements of \(G\) per list. Practical path-expansion programs commonly reduce the work by limiting the path length, grouping paths related by symmetry and discarding weak contributions; the table gives the numbers before any such reduction.

The same order-6 return amplitude can be obtained by applying the \(13\times13\) matrix \(G\) six times to the unit vector of the absorber and reading off the absorber's component. This takes at most \(6\cdot 13^2=1014\) multiplications and includes all 229692 paths.

## Atoms, paths and propagators in Lean

The atoms are the elements of a finite type `α`, and \(N\) is `Fintype.card α`. A path is a function `Fin (n + 1) → α`, which lists \(n+1\) atoms with indices from 0 to \(n\). The set `paths n a b` selects the functions with first value `a`, last value `b` and `p i.castSucc ≠ p i.succ` for each step `i : Fin n`; these two values are \(p_i\) and \(p_{i+1}\).

The theorem `card_closed_paths` states the closed count for every `n` and every `a`. The given atom `a` already ensures \(N\ge1\). The equality is between real numbers, so that the subtraction and the division have their ordinary meaning. `card_open_paths` treats two different endpoints, `closed_paths_growth` states the limit under `3 ≤ Fintype.card α`, and `card_closed_paths_two` gives the two-atom count as a natural number.

The theorem `scattering_order_eq_sum_paths` connects the count to the series. Its `G`, called the propagator in the docstring, stands for the products \(g_{ab}t_b\) and is an arbitrary complex matrix subject to `hG : ∀ a, G a a = 0`. This hypothesis is already forced by the case \(n=1\), \(a=b\), where the path sum is empty and the left-hand side is \(G_{aa}\). Paths are read in the order of the matrix indices. In the usual operator convention the electron travels in the opposite direction, which makes no difference to the counts.

The model has one complex number per ordered pair of atoms, whereas a realistic propagator carries angular-momentum indices as well. Geometry enters only through the values of `G`: a path counts even if its amplitude is negligible, and a path and its reversal count separately when they differ as sequences. Convergence of the multiple-scattering series is not addressed.

## The complete file

```lean
import Mathlib

open Finset Filter Topology

namespace MultipleScatteringPaths

variable {α : Type*} [Fintype α] [DecidableEq α]

/-- The `n`-step scattering paths from atom `a` to atom `b`: sequences of `n + 1` atoms
in which consecutive atoms are different. -/
def paths (n : ℕ) (a b : α) : Finset (Fin (n + 1) → α) :=
  univ.filter fun p =>
    p 0 = a ∧ p (Fin.last n) = b ∧ ∀ i : Fin n, p i.castSucc ≠ p i.succ

/-- A path without steps exists only from an atom to itself, and it is then unique. -/
theorem paths_zero (a b : α) :
    paths 0 a b = if a = b then {fun _ => a} else ∅ := by
  ext p
  have hp : p = (fun _ => a) ↔ p 0 = a :=
    ⟨fun h => by rw [h],
      fun h => funext fun i => (congrArg p (Fin.fin_one_eq_zero i)).trans h⟩
  by_cases h : a = b
  · subst h
    rw [if_pos rfl, mem_singleton, hp]
    exact ⟨fun h => (mem_filter.mp h).2.1,
      fun h => mem_filter.mpr ⟨mem_univ _, h, h, fun i => i.elim0⟩⟩
  · rw [if_neg h]
    constructor
    · intro hq
      have h2 := (mem_filter.mp hq).2
      exact absurd (h2.1.symm.trans h2.2.1) h
    · intro hq
      simp at hq

/-- A path with `n + 1` steps consists of a first step to a different atom, followed by
a path with `n` steps. -/
theorem mem_paths_succ {n : ℕ} {a b : α} (p : Fin (n + 1 + 1) → α) :
    p ∈ paths (n + 1) a b ↔
      p 0 = a ∧ p (Fin.succ 0) ≠ a ∧
        (fun i : Fin (n + 1) => p i.succ) ∈ paths n (p (Fin.succ 0)) b := by
  simp only [paths, mem_filter, mem_univ, true_and]
  constructor
  · rintro ⟨h0, hl, hs⟩
    exact ⟨h0, fun h => hs 0 (h0.trans h.symm), hl, fun i => hs i.succ⟩
  · rintro ⟨h0, h1, hl, hs⟩
    refine ⟨h0, hl, fun i => ?_⟩
    induction i using Fin.cases with
    | zero => exact fun h => h1 (h.symm.trans h0)
    | succ j => exact hs j

/-- Any sum over paths with `n + 1` steps can be organised by the first atom `c ≠ a`
that is reached from the starting atom `a`. -/
theorem sum_paths_succ {M : Type*} [AddCommMonoid M] {n : ℕ} (a b : α)
    (f : (Fin (n + 1 + 1) → α) → M) :
    ∑ p ∈ paths (n + 1) a b, f p =
      ∑ c ∈ univ.erase a, ∑ q ∈ paths n c b,
        f (Fin.cons a q : Fin (n + 1 + 1) → α) := by
  have key : ∀ p : Fin (n + 1 + 1) → α, p 0 = a →
      (Fin.cons a (fun i : Fin (n + 1) => p i.succ) : Fin (n + 1 + 1) → α) = p := by
    intro p hp
    funext i
    induction i using Fin.cases with
    | zero => exact hp.symm
    | succ j => rfl
  have hmaps : ∀ p ∈ paths (n + 1) a b, p (Fin.succ 0) ∈ univ.erase a := fun p hp =>
    mem_erase.mpr ⟨((mem_paths_succ p).mp hp).2.1, mem_univ _⟩
  rw [← Finset.sum_fiberwise_of_maps_to hmaps]
  refine sum_congr rfl fun c hc => ?_
  -- for a fixed second atom, dropping and restoring the first atom are inverse operations
  refine Finset.sum_bij' (fun p _ => fun i : Fin (n + 1) => p i.succ)
    (fun q _ => (Fin.cons a q : Fin (n + 1 + 1) → α)) ?_ ?_ ?_ ?_ ?_
  · intro p hp
    rw [mem_filter, mem_paths_succ] at hp
    obtain ⟨⟨_, _, h⟩, hpc⟩ := hp
    rw [hpc] at h
    exact h
  · intro q hq
    have h0 : q 0 = c := (mem_filter.mp hq).2.1
    rw [mem_filter, mem_paths_succ]
    refine ⟨⟨rfl, ?_, ?_⟩, h0⟩
    · show q 0 ≠ a
      rw [h0]
      exact ne_of_mem_erase hc
    · show q ∈ paths n (q 0) b
      rw [h0]
      exact hq
  · intro p hp
    exact key p ((mem_paths_succ p).mp (mem_filter.mp hp).1).1
  · intro q _
    rfl
  · intro p hp
    exact congrArg f (key p ((mem_paths_succ p).mp (mem_filter.mp hp).1).1).symm

/-- If the propagator `G` has no on-site elements, the order-`n` term `G ^ n` of the
multiple-scattering series is the sum over `n`-step paths of the products of propagators. -/
theorem scattering_order_eq_sum_paths (G : Matrix α α ℂ) (hG : ∀ a, G a a = 0)
    (n : ℕ) (a b : α) :
    (G ^ n) a b = ∑ p ∈ paths n a b, ∏ i : Fin n, G (p i.castSucc) (p i.succ) := by
  induction n generalizing a with
  | zero =>
    rw [paths_zero, pow_zero, Matrix.one_apply]
    split_ifs <;> simp
  | succ n ih =>
    -- the vanishing diagonal removes the step from `a` to itself
    have hz : ∑ c ∈ univ.erase a, G a c * (G ^ n) c b = ∑ c, G a c * (G ^ n) c b :=
      Finset.sum_erase _ (by rw [hG, zero_mul])
    rw [pow_succ', Matrix.mul_apply, ← hz, sum_paths_succ]
    refine sum_congr rfl fun c _ => ?_
    rw [ih c, mul_sum]
    refine sum_congr rfl fun q hq => ?_
    have h0 : q 0 = c := (mem_filter.mp hq).2.1
    rw [Fin.prod_univ_succ, ← h0]
    rfl

/-- The number of `n`-step paths between any two atoms `a` and `b`, multiplied by the
number `N` of atoms, is `(N-1)^n - (-1)^n`, plus `N (-1)^n` if `a = b`. -/
theorem card_mul_card_paths (n : ℕ) (a b : α) :
    (Fintype.card α : ℝ) * ((paths n a b).card : ℝ) =
      ((Fintype.card α : ℝ) - 1) ^ n - (-1) ^ n +
        (if a = b then (Fintype.card α : ℝ) else 0) * (-1) ^ n := by
  induction n generalizing a with
  | zero =>
    rw [paths_zero]
    split_ifs <;> simp
  | succ n ih =>
    have step : ((paths (n + 1) a b).card : ℝ) =
        ∑ c ∈ univ.erase a, ((paths n c b).card : ℝ) := by
      have h := sum_paths_succ (n := n) a b (fun _ => (1 : ℝ))
      simpa only [sum_const, nsmul_eq_mul, mul_one] using h
    have total : ∑ c, (Fintype.card α : ℝ) * ((paths n c b).card : ℝ) =
        (Fintype.card α : ℝ) * (((Fintype.card α : ℝ) - 1) ^ n - (-1) ^ n) +
          (Fintype.card α : ℝ) * (-1) ^ n := by
      simp only [ih, sum_add_distrib, ← Finset.sum_mul, sum_const, sum_ite_eq',
        mem_univ, if_true, card_univ, nsmul_eq_mul]
    -- the sum over `c ≠ a` is the full sum minus the term `c = a`
    have hs := Finset.add_sum_erase univ
      (fun c => (Fintype.card α : ℝ) * ((paths n c b).card : ℝ)) (mem_univ a)
    beta_reduce at hs
    rw [total, ih a] at hs
    rw [step, mul_sum]
    linear_combination hs

/-- Among `N` atoms, the number of `n`-step scattering paths that start and end at a
fixed atom is `((N-1)^n + (N-1)(-1)^n) / N`. -/
theorem card_closed_paths (n : ℕ) (a : α) :
    ((paths n a a).card : ℝ) =
      (((Fintype.card α : ℝ) - 1) ^ n + ((Fintype.card α : ℝ) - 1) * (-1) ^ n) /
        (Fintype.card α : ℝ) := by
  have hN : (Fintype.card α : ℝ) ≠ 0 :=
    Nat.cast_ne_zero.mpr (Fintype.card_pos_iff.mpr ⟨a⟩).ne'
  have h := card_mul_card_paths n a a
  rw [if_pos rfl] at h
  rw [eq_div_iff hN]
  linear_combination h

/-- Among `N` atoms, the number of `n`-step scattering paths between two different atoms
is `((N-1)^n - (-1)^n) / N`. -/
theorem card_open_paths (n : ℕ) {a b : α} (hab : a ≠ b) :
    ((paths n a b).card : ℝ) =
      (((Fintype.card α : ℝ) - 1) ^ n - (-1) ^ n) / (Fintype.card α : ℝ) := by
  have hN : (Fintype.card α : ℝ) ≠ 0 :=
    Nat.cast_ne_zero.mpr (Fintype.card_pos_iff.mpr ⟨a⟩).ne'
  have h := card_mul_card_paths n a b
  rw [if_neg hab] at h
  rw [eq_div_iff hN]
  linear_combination h

/-- For `N ≥ 3` atoms, the number of closed `n`-step paths at a fixed atom, divided by
`(N-1)^n`, tends to `1/N` as the scattering order `n` grows. -/
theorem closed_paths_growth (hN : 3 ≤ Fintype.card α) (a : α) :
    Tendsto (fun n : ℕ => ((paths n a a).card : ℝ) / ((Fintype.card α : ℝ) - 1) ^ n)
      atTop (𝓝 (1 / (Fintype.card α : ℝ))) := by
  have h3 : (3 : ℝ) ≤ (Fintype.card α : ℝ) := by exact_mod_cast hN
  have hpos : (0 : ℝ) < (Fintype.card α : ℝ) - 1 := by linarith
  have hlt : |(-1 : ℝ) / ((Fintype.card α : ℝ) - 1)| < 1 := by
    rw [abs_div, abs_neg, abs_one, abs_of_pos hpos, div_lt_one hpos]
    linarith
  -- the alternating correction is a decaying geometric sequence
  have ht := ((tendsto_pow_atTop_nhds_zero_of_abs_lt_one hlt).const_mul
    (((Fintype.card α : ℝ) - 1) / (Fintype.card α : ℝ))).const_add
      (1 / (Fintype.card α : ℝ))
  rw [mul_zero, add_zero] at ht
  refine ht.congr fun n => ?_
  have hp : ((Fintype.card α : ℝ) - 1) ^ n ≠ 0 := (pow_pos hpos n).ne'
  rw [card_closed_paths, div_pow, add_div, add_div, div_right_comm, div_self hp]
  ring

/-- For two atoms there is exactly one closed `n`-step path at a fixed atom if `n` is
even, and none if `n` is odd. -/
theorem card_closed_paths_two (hN : Fintype.card α = 2) (n : ℕ) (a : α) :
    (paths n a a).card = if Even n then 1 else 0 := by
  apply Nat.cast_injective (R := ℝ)
  rw [card_closed_paths, hN]
  rcases Nat.even_or_odd n with he | ho
  · rw [if_pos he, he.neg_one_pow]
    norm_num
  · rw [if_neg (Nat.not_even_iff_odd.mpr ho), ho.neg_one_pow]
    norm_num

end MultipleScatteringPaths
```

```lean
#print axioms MultipleScatteringPaths.scattering_order_eq_sum_paths
#print axioms MultipleScatteringPaths.card_open_paths
#print axioms MultipleScatteringPaths.closed_paths_growth
#print axioms MultipleScatteringPaths.card_closed_paths_two
```

```
'MultipleScatteringPaths.scattering_order_eq_sum_paths' depends on axioms: [propext, Classical.choice, Quot.sound]
'MultipleScatteringPaths.card_open_paths' depends on axioms: [propext, Classical.choice, Quot.sound]
'MultipleScatteringPaths.closed_paths_growth' depends on axioms: [propext, Classical.choice, Quot.sound]
'MultipleScatteringPaths.card_closed_paths_two' depends on axioms: [propext, Classical.choice, Quot.sound]
```

## Removing and restoring the first atom

`paths_zero` identifies the paths without steps, which supply the base case of both inductions. `mem_paths_succ` expresses the splitting of a path as a membership condition: the path starts at `a`, its second atom differs from `a`, and the remaining sequence is an `n`-step path. In the reverse direction, `Fin.cases` separates the first step from the later ones.

`sum_paths_succ` is the recursion for a general \(f\), with values in any commutative additive monoid. `Finset.sum_fiberwise_of_maps_to` groups the paths by their second atom `c`, which lies in `univ.erase a`, the set of atoms other than `a`. For fixed `c`, `Finset.sum_bij'` matches the long paths with the short ones. One map drops the first atom and the other, `Fin.cons a`, puts it back; the local statement `key` says that dropping and restoring returns the original path.

## Two inductions from one recursion

Both inductions use `generalizing a`, because the step needs the hypothesis for every starting atom `c`, while `b` stays fixed.

In `scattering_order_eq_sum_paths`, `pow_succ'` writes \(G^{n+1}\) as \(G\,G^n\), and `hz` uses the zero diagonal to remove the term \(c=a\). After the recursion and the induction hypothesis have been applied, `Fin.prod_univ_succ` separates the first factor from the product along the path, so that the two sides agree term by term.

In `card_mul_card_paths`, `step` is the recursion for \(f=1\), and `total` is the sum over all starting atoms. The statement `hs` says that the term \(c=a\) and the sum over the other atoms add up to this total. The final `linear_combination hs` carries out the subtraction and the collection of powers shown in the derivation. Keeping the factor \(N\) on the left avoids division throughout the induction.

## From the common formula to the special cases

`card_closed_paths` and `card_open_paths` choose the appropriate branch of the `if` and divide by \(N\), which is nonzero because an atom is given.

For the limit, `hlt` shows that \(-1/(N-1)\) has absolute value below one, and `tendsto_pow_atTop_nhds_zero_of_abs_lt_one` makes its powers tend to zero. Multiplying by \((N-1)/N\) and adding \(1/N\) gives the expression in the derivation, and `ht.congr` identifies it with the ratio of counts.

`card_closed_paths_two` passes to the real numbers, inserts \(N=2\) into the closed formula and evaluates \((-1)^n\) separately for even and odd \(n\).
